# Equal absorption above a square-root edge, with and without a bound exciton, for a contact kernel

Take two materials with the same electron-hole kernel $g=1$. Let $E$ be the energy measured from the gap. Just above the gap their bare responses are modelled by

$$\chi_0=\tfrac12+i\sqrt E\qquad\text{and}\qquad \chi_0=\tfrac32+i\sqrt E .$$

The kernel turns each into $\chi=\chi_0/(1-\chi_0)$. The denominators are $\tfrac12-i\sqrt E$ and $-\tfrac12-i\sqrt E$, which have the same squared modulus $\tfrac14+E$. Both materials then absorb as $\operatorname{Im}\chi=\sqrt E/(\tfrac14+E)$.

Below the gap, $i\sqrt E$ becomes $-b$ with $b=\sqrt{-E}>0$, and a bound exciton is a solution of $\chi_0=1$. The first material would need $\tfrac12-b=1$, which is impossible. The second needs $\tfrac32-b=1$, so it binds at $b=\tfrac12$, that is, at $E=-\tfrac14$. The absorption above the edge sees only the square of $1-\chi_0(0)$, while binding depends on its sign.

## Absorption and binding for general $g$ and $c$

The bare response is $\chi_0=c+i\sqrt E$ above the gap and $\chi_0=c-\sqrt{-E}$ below it. The square root is the edge of a three-dimensional parabolic continuum with a constant transition matrix element, in units that make its coefficient one. The real constant $c$ stands for the response at the edge due to all transitions, including those far above it. The constant $g>0$ is an attractive, static contact interaction, for which the equation $\chi=\chi_0+\chi_0 g\chi$ is scalar and gives $\chi=\chi_0/(1-g\chi_0)$. Absorption is counted as positive $\operatorname{Im}\chi$.

**Absorption.** Let $E\ge0$, $s=\sqrt E$ and $gc\ne1$. Multiplying numerator and denominator by the conjugate of $1-g\chi_0$ gives

$$\operatorname{Im}\chi=\frac{s(1-gc)+c\,gs}{(1-gc)^2+g^2s^2}=\frac{\sqrt E}{(1-gc)^2+g^2E}.$$

**Peak.** Call the last denominator $D$. Completing the square,

$$D-2g|1-gc|\,s=(|1-gc|-gs)^2\ge0 .$$

Hence $\operatorname{Im}\chi=s/D\le 1/(2g|1-gc|)$, with equality exactly when $\sqrt E=|1-gc|/g$. At $gc=1$ the absorption is $1/(g^2\sqrt E)$ for $E>0$, which grows without bound at the edge.

**Binding.** Below the gap the pole condition $g\chi_0=1$ reads $g(c-b)=1$, so $b=c-1/g$. This is positive exactly when $gc>1$, and the bound state then lies at $E=-(c-1/g)^2$.

**Enhancement.** For $E>0$ the ratio of dressed to bare absorption is $1/D$, which tends to $1/(1-gc)^2$ at the edge. If $0<gc<1$, this limit exceeds one although nothing is bound.

**Mirror material.** Replace $c$ by $c'=2/g-c$. Then $gc'=2-gc$ and $1-gc'=-(1-gc)$, so $D$ is unchanged, and so is the absorption at every $E\ge0$. If $gc<1$, however, then $gc'>1$, and the mirror material binds.

For the opening pair, $g=1$ with $c=\tfrac12$ and $c'=\tfrac32$, the numbers are:

- At $E=0.01$ the bare absorption is $0.1$ and the dressed one $0.1/0.26\approx0.385$, a ratio of about $3.85$. The limit at the edge is $4$.
- The peak is at $E=\tfrac14$, where the absorption is $0.5/0.5=1$, twice the bare value.

For calculated exciton spectra this means that, within a one-channel model with a static contact kernel, a raised continuum edge does not by itself show that an exciton is bound.

## The response on both sides of the gap

```lean
import Mathlib

open Filter Topology

namespace ShortRangeExciton

noncomputable section
```

A single formula defines the bare response at every real energy. Lean's real square root vanishes on negative numbers, so `√(-E)` drops out above the gap and `√E` below it.

```lean
/-- Bare response near the absorption edge, with `E` the energy measured from the gap:
`c + i√E` above the edge and `c - √(-E)` below it (the real square root of a negative
number is zero in Lean, so one formula covers both sides). -/
def chi0 (c E : ℝ) : ℂ := ((c - √(-E) : ℝ) : ℂ) + Complex.I * ((√E : ℝ) : ℂ)
```

The dressed response is a quotient of complex numbers.

```lean
/-- Response dressed by a short-range kernel of strength `g`, `χ = χ₀ / (1 - g χ₀)`,
for energies at which `1 - g χ₀` is not zero. -/
def chi (g c E : ℝ) : ℂ := chi0 c E / (1 - (g : ℂ) * chi0 c E)
```

Lean sets division by zero to zero, so `chi` has the value zero at the pole itself, although it diverges as the pole is approached. Binding is therefore defined by the pole condition, at an energy strictly below the gap.

```lean
/-- The kernel `g` binds an exciton: the pole condition `g χ₀(E) = 1` holds at some
energy below the gap. -/
def HasBoundState (g c : ℝ) : Prop := ∃ E : ℝ, E < 0 ∧ (g : ℂ) * chi0 c E = 1
```

The two branches of `chi0` solve one quadratic equation. The proof splits on the sign of $E$, removes the square root that vanishes and squares the other.

```lean
/-- Above and below the edge the bare response solves the same equation,
`(χ₀(E) - c)² = -E`. -/
theorem chi0_sub_sq (c E : ℝ) : (chi0 c E - (c : ℂ)) ^ 2 = -(E : ℂ) := by
  rcases le_total 0 E with h | h
  · have h1 : √(-E) = 0 := Real.sqrt_eq_zero_of_nonpos (by linarith)
    have h2 : ((√E : ℝ) : ℂ) ^ 2 = (E : ℂ) := by
      rw [← Complex.ofReal_pow, Real.sq_sqrt h]
    simp only [chi0, h1, sub_zero]
    linear_combination ((√E : ℝ) : ℂ) ^ 2 * Complex.I_sq - h2
  · have h1 : √E = 0 := Real.sqrt_eq_zero_of_nonpos h
    have h2 : ((√(-E) : ℝ) : ℂ) ^ 2 = -(E : ℂ) := by
      rw [← Complex.ofReal_pow, Real.sq_sqrt (by linarith), Complex.ofReal_neg]
    simp only [chi0, h1, Complex.ofReal_sub, Complex.ofReal_zero, mul_zero, add_zero]
    linear_combination h2
```

The equation leaves the sign of the root free. The minus sign below the gap is the one obtained by continuing $i\sqrt E$ through the upper half of the complex energy plane.

```lean
/-- The bare absorption is the square-root edge `Im χ₀ = √E`. -/
theorem chi0_im (c E : ℝ) : (chi0 c E).im = √E := by
  simp [chi0]
```

## The absorption and its peak

The next theorem is the closed form for $\operatorname{Im}\chi$, together with the positivity of its denominator. It needs $gc\ne1$ and $E\ge0$, but no sign condition on $g$ or $c$.

```lean
/-- For `gc ≠ 1` and `E ≥ 0` the dressed absorption is
`Im χ = √E / ((1 - gc)² + g²E)`, with a positive denominator. -/
theorem chi_im {g c E : ℝ} (hgc : g * c ≠ 1) (hE : 0 ≤ E) :
    0 < (1 - g * c) ^ 2 + g ^ 2 * E ∧
      (chi g c E).im = √E / ((1 - g * c) ^ 2 + g ^ 2 * E) := by
  have hne : 1 - g * c ≠ 0 := sub_ne_zero.mpr hgc.symm
  have hsq : 0 < (1 - g * c) ^ 2 := (sq_nonneg _).lt_of_ne' (pow_ne_zero 2 hne)
  refine ⟨by positivity, ?_⟩
  have hre : (chi0 c E).re = c := by
    have h1 : √(-E) = 0 := Real.sqrt_eq_zero_of_nonpos (by linarith)
    simp [chi0, h1]
  -- the denominator is the squared modulus of `1 - g χ₀`
  have hN : Complex.normSq (1 - (g : ℂ) * chi0 c E) = (1 - g * c) ^ 2 + g ^ 2 * E := by
    rw [Complex.normSq_apply]
    simp only [Complex.sub_re, Complex.sub_im, Complex.one_re, Complex.one_im,
      Complex.re_ofReal_mul, Complex.im_ofReal_mul, hre, chi0_im]
    linear_combination g ^ 2 * Real.sq_sqrt hE
  rw [chi, Complex.div_im, hN]
  simp only [Complex.sub_re, Complex.sub_im, Complex.one_re, Complex.one_im,
    Complex.re_ofReal_mul, Complex.im_ofReal_mul, hre, chi0_im]
  rw [← sub_div]
  congr 1
  ring
```

The step `hre` records that the real part of $\chi_0$ is $c$ above the edge, and `hN` computes $|1-g\chi_0|^2=D$. `Complex.div_im` then writes the imaginary part of the quotient as a difference of two fractions over $D$. Their combined numerator is $s(1-gc)+c\,gs$, which `ring` reduces to $s$.

The peak theorem has two parts for each $E\ge0$: the upper bound, and the statement that it is attained if and only if $\sqrt E=|1-gc|/g$. The maximum is therefore unique.

```lean
/-- For `g > 0` and `gc ≠ 1` the absorption at energies `E ≥ 0` is at most
`1 / (2g|1 - gc|)`, and this value is reached exactly at `√E = |1 - gc| / g`. -/
theorem absorption_peak {g c E : ℝ} (hg : 0 < g) (hgc : g * c ≠ 1) (hE : 0 ≤ E) :
    (chi g c E).im ≤ 1 / (2 * g * |1 - g * c|) ∧
      ((chi g c E).im = 1 / (2 * g * |1 - g * c|) ↔ √E = |1 - g * c| / g) := by
  obtain ⟨hD, h⟩ := chi_im hgc hE
  have ha : 0 < |1 - g * c| := abs_pos.mpr (sub_ne_zero.mpr hgc.symm)
  have hM : 0 < 2 * g * |1 - g * c| := mul_pos (by linarith) ha
  -- completing the square
  have key : (1 - g * c) ^ 2 + g ^ 2 * E - √E * (2 * g * |1 - g * c|)
      = (|1 - g * c| - g * √E) ^ 2 := by
    linear_combination -(sq_abs (1 - g * c)) - g ^ 2 * Real.sq_sqrt hE
  rw [h]
  constructor
  · rw [div_le_div_iff₀ hD hM]
    have h0 := sq_nonneg (|1 - g * c| - g * √E)
    rw [← key] at h0
    linarith
  · rw [div_eq_div_iff hD.ne' hM.ne', eq_div_iff hg.ne']
    constructor
    · intro h1
      have h2 : (|1 - g * c| - g * √E) ^ 2 = 0 := by
        rw [← key]
        linarith
      have h3 := (pow_eq_zero_iff two_ne_zero).mp h2
      linarith
    · intro h1
      have h2 : |1 - g * c| - g * √E = 0 := by linarith
      rw [h2] at key
      linarith
```

The identity `key` is the completed square. For the bound, the fractions are cross-multiplied and the square is nonnegative. For the equality case, the square is zero exactly when $|1-gc|=g\sqrt E$.

## The pole below the gap

For a given $E<0$, the pole condition is equivalent to $gc>1$ together with $E=-(c-1/g)^2$. This gives both the criterion and the binding energy.

```lean
/-- For `g > 0`, an energy `E < 0` below the gap satisfies the pole condition exactly when
`gc > 1` and `E = -(c - 1/g)²`. -/
theorem pole_iff {g c E : ℝ} (hg : 0 < g) (hE : E < 0) :
    (g : ℂ) * chi0 c E = 1 ↔ 1 < g * c ∧ E = -(c - 1 / g) ^ 2 := by
  have hred : chi0 c E = ((c - √(-E) : ℝ) : ℂ) := by
    simp [chi0, Real.sqrt_eq_zero_of_nonpos hE.le]
  have hb : 0 < √(-E) := Real.sqrt_pos.mpr (by linarith)
  have hb2 : (√(-E)) ^ 2 = -E := Real.sq_sqrt (by linarith)
  -- below the gap the condition is the real equation `g (c - b) = 1` with `b = √(-E)`
  rw [hred, ← Complex.ofReal_mul, Complex.ofReal_eq_one]
  constructor
  · intro h
    have h1 : 1 / g = c - √(-E) := by
      rw [div_eq_iff hg.ne']
      linarith
    refine ⟨by nlinarith [mul_pos hg hb], ?_⟩
    rw [h1]
    linear_combination hb2
  · rintro ⟨h1, h2⟩
    have hpos : 0 < c - 1 / g := sub_pos.mpr ((div_lt_iff₀ hg).mpr (by linarith))
    have h3 : √(-E) = c - 1 / g := by
      rw [h2, neg_neg, Real.sqrt_sq hpos.le]
    rw [h3, sub_sub_cancel, mul_one_div_cancel hg.ne']
```

Below the gap $\chi_0$ is real, so the complex equation reduces to $g(c-b)=1$ with $b$ written as `√(-E)`. In the forward direction, $gc=1+gb>1$, and substituting $1/g=c-b$ gives the energy. In the converse direction, $gc>1$ makes $c-1/g$ positive, so it is the square root of its own square and hence equal to $b$.

The existence statement follows: one direction reads off $gc>1$ from a given bound state, and the other supplies the energy $-(c-1/g)^2$.

```lean
/-- A short-range kernel `g > 0` binds an exciton if and only if `gc > 1`. -/
theorem hasBoundState_iff {g c : ℝ} (hg : 0 < g) : HasBoundState g c ↔ 1 < g * c := by
  constructor
  · rintro ⟨E, hE, h⟩
    exact ((pole_iff hg hE).mp h).1
  · intro h
    have hpos : 0 < c - 1 / g := sub_pos.mpr ((div_lt_iff₀ hg).mpr (by linarith))
    have hE : -(c - 1 / g) ^ 2 < 0 := neg_lt_zero.mpr (pow_pos hpos 2)
    exact ⟨_, hE, (pole_iff hg hE).mpr ⟨h, rfl⟩⟩
```

At $gc=1$ the solution would be $b=0$, at the edge itself, and the definition does not count it as bound.

## Enhancement without binding

The limit at the edge is one-sided: `𝓝[>] 0` means that $E$ approaches zero through positive values.

```lean
/-- For `gc ≠ 1` the ratio of dressed to bare absorption tends to `1 / (1 - gc)²` as the
edge is approached from above. -/
theorem edge_enhancement {g c : ℝ} (hgc : g * c ≠ 1) :
    Tendsto (fun E : ℝ => (chi g c E).im / (chi0 c E).im) (𝓝[>] 0)
      (𝓝 (1 / (1 - g * c) ^ 2)) := by
  have hlim : Tendsto (fun E : ℝ => 1 / ((1 - g * c) ^ 2 + g ^ 2 * E)) (𝓝[>] 0)
      (𝓝 (1 / (1 - g * c) ^ 2)) := by
    have h : ContinuousAt (fun E : ℝ => 1 / ((1 - g * c) ^ 2 + g ^ 2 * E)) 0 :=
      ContinuousAt.div continuousAt_const (by fun_prop) (chi_im hgc le_rfl).1.ne'
    have h2 := h.tendsto.mono_left (nhdsWithin_le_nhds (s := Set.Ioi 0))
    simpa only [mul_zero, add_zero] using h2
  -- the factor `√E` cancels at every energy above the edge
  refine hlim.congr' ?_
  filter_upwards [self_mem_nhdsWithin] with E hE
  have hE' : 0 < E := hE
  rw [(chi_im hgc hE'.le).2, chi0_im, div_right_comm, div_self (Real.sqrt_pos.mpr hE').ne']
```

The function $1/D$ is continuous at $E=0$, which gives `hlim`. For $E>0$ the factor $\sqrt E$ cancels from the ratio of absorptions, so that ratio has the same limit.

The last theorem assumes $g>0$, $c>0$ and $gc<1$, and has four conclusions:

1. The dressed absorption exceeds the bare one at all sufficiently small $E>0$.
2. The material with $c'=2/g-c$ and the same $g$ has equal absorption at every $E\ge0$.
3. The original material has no bound state.
4. The mirror material has one.

```lean
/-- Edge enhancement does not prove binding. For `g, c > 0` with `gc < 1` the absorption is
enhanced just above the edge and there is no bound state, while the material with
`c' = 2/g - c` has the same absorption at every `E ≥ 0` and does have a bound state. -/
theorem enhancement_does_not_prove_binding {g c : ℝ} (hg : 0 < g) (hc : 0 < c)
    (hgc : g * c < 1) :
    (∀ᶠ E in 𝓝[>] (0 : ℝ), (chi0 c E).im < (chi g c E).im) ∧
      (∀ E : ℝ, 0 ≤ E → (chi g (2 / g - c) E).im = (chi g c E).im) ∧
      ¬ HasBoundState g c ∧ HasBoundState g (2 / g - c) := by
  have hm : g * (2 / g - c) = 2 - g * c := by
    rw [mul_sub, mul_div_cancel₀ _ hg.ne']
  have hx : 0 < g * c := mul_pos hg hc
  refine ⟨?_, ?_, ?_, ?_⟩
  · have h1 : 1 < 1 / (1 - g * c) ^ 2 := by
      rw [lt_div_iff₀ (pow_pos (by linarith) 2)]
      nlinarith [mul_pos hx (show 0 < 2 - g * c by linarith)]
    filter_upwards [(edge_enhancement hgc.ne).eventually (lt_mem_nhds h1),
      self_mem_nhdsWithin] with E h hE
    have hpos : 0 < (chi0 c E).im := by
      rw [chi0_im]
      exact Real.sqrt_pos.mpr hE
    exact (one_lt_div hpos).mp h
  · -- the absorption depends on `gc` only through `(1 - gc)²`
    intro E hE
    have hne : g * (2 / g - c) ≠ 1 := by
      rw [hm]
      intro h
      linarith
    have hs : (1 - (2 - g * c)) ^ 2 = (1 - g * c) ^ 2 := by ring
    rw [(chi_im hne hE).2, (chi_im hgc.ne hE).2, hm, hs]
  · rw [hasBoundState_iff hg]
    linarith
  · rw [hasBoundState_iff hg, hm]
    linarith

end

end ShortRangeExciton
```

The identity `hm` is $gc'=2-gc$. For the first conclusion, $0<gc<1$ puts the limiting ratio above one, so the ratio itself exceeds one close to the edge, and multiplying by the positive bare absorption gives the inequality. At $c=0$ the ratio is $1/(1+g^2E)<1$, so $c\ge0$ would not be enough here. The second conclusion inserts the closed form on both sides and uses $(1-(2-gc))^2=(1-gc)^2$. The last two apply the binding criterion to $gc$ and to $2-gc$.

The model keeps $c$ and $g$ independent of energy, so it describes the neighbourhood of the edge, and it has no broadening. The constant $c$ itself limits the range. A bare absorption that follows $\sqrt E$ from the edge up to $E_m$ contributes $\frac1\pi\int_0^{E_m}dE/\sqrt E=2\sqrt{E_m}/\pi$ to $c$, and all other transitions add to this, so $\sqrt{E_m}\le\pi c/2$. For $c=\tfrac12$ the square root can hold at most up to $E_m\approx0.62$. The real part can leave the value $c$ well before that: if the bare absorption follows $\sqrt E$ up to this $E_m$ and then stops, the real part has already fallen from $0.5$ to about $0.26$ at $E=\tfrac14$. The peak computed above for the opening pair, and the equal absorption at that energy, are therefore properties of the model and not quantitative predictions. The model also omits the long-range Coulomb tail of the electron-hole attraction, so the criterion $gc>1$ belongs to the contact kernel alone.

```lean
#print axioms ShortRangeExciton.chi0_sub_sq
#print axioms ShortRangeExciton.absorption_peak
#print axioms ShortRangeExciton.edge_enhancement
#print axioms ShortRangeExciton.enhancement_does_not_prove_binding
```

```
'ShortRangeExciton.chi0_sub_sq' depends on axioms: [propext, Classical.choice, Quot.sound]
'ShortRangeExciton.absorption_peak' depends on axioms: [propext, Classical.choice, Quot.sound]
'ShortRangeExciton.edge_enhancement' depends on axioms: [propext, Classical.choice, Quot.sound]
'ShortRangeExciton.enhancement_does_not_prove_binding' depends on axioms: [propext, Classical.choice, Quot.sound]
```
